# For a polynomial with $p(0)=1$, cancelling every residual of an invertible real symmetric matrix with $d$ distinct eigenvalues takes degree $d$

Suppose a DIIS run on a linear problem with a thousand unknowns has not finished after three steps. A count of the steps that may be needed in exact arithmetic helps to judge whether this is normal. The dimension can be a poor guide, because a large matrix may have only a few distinct eigenvalues.

For the linear problem $Ay=b$, let the residual of an iterate $y$ be $b-Ay$, and let $r$ be the initial one. Linear mixing with step $\beta\neq0$ produces the residuals $r_i=(1-\beta A)^i r$. The simplified DIIS considered here combines these residuals afterwards, whereas practical DIIS usually feeds each combination back into the next iterate. With coefficients $c_i$ that sum to one, the combination is
$$\sum_{i=0}^{k}c_i r_i=p(A)\,r,\qquad p(x)=\sum_{i=0}^{k}c_i(1-\beta x)^i,\qquad p(0)=1.$$
Since $\beta\neq0$, every polynomial of degree at most $k$ with $p(0)=1$ can be written in this way. The question is which degree lets $p(A)r$ vanish. In electronic structure this bears on DIIS for self-consistent-field iterations, in the model where the residual changes linearly with the iterate, through a fixed, finite, symmetric matrix. The step from a real calculation to the form $p(A)r$ is assumed here; nonlinear terms break it. The matrix of a linearised self-consistent-field problem also need not be symmetric, so symmetry is a further assumption.

```lean
import Mathlib

open Matrix Polynomial

namespace DIISTermination

noncomputable section

variable {n : Type*} [Fintype n] [DecidableEq n] {A : Matrix n n ℝ}
```

## The count is of distinct eigenvalues

Let $u_j$ be orthonormal eigenvectors of $A$ with eigenvalues $\lambda_j$, and let $a_j(r)=u_j\cdot r$ be the amplitude of $r$ along $u_j$. An eigenvalue is active in $r$ if at least one of its eigenvectors $u_j$ has $a_j(r)\neq0$. Degenerate eigenvectors share one eigenvalue and count once.

```lean
/-- The finite set of distinct eigenvalues of a real symmetric matrix. -/
def distinctEigenvalues (hA : A.IsHermitian) : Finset ℝ :=
  Finset.univ.image hA.eigenvalues

/-- The amplitude of the residual `r` along the `j`-th orthonormal eigenvector of `A`. -/
def amplitude (hA : A.IsHermitian) (j : n) (r : n → ℝ) : ℝ :=
  (hA.eigenvectorBasis j).ofLp ⬝ᵥ r

/-- The distinct eigenvalues that have an eigenvector with non-zero amplitude in `r`. -/
def activeEigenvalues (hA : A.IsHermitian) (r : n → ℝ) : Finset ℝ :=
  (Finset.univ.filter fun j => amplitude hA j r ≠ 0).image hA.eigenvalues
```

The hypothesis `(distinctEigenvalues hA).card = d` says that $d$ is the exact number. If $d$ were set too small, the upper bound on the degree would fail; if it were set too large, the lower bound would.

## Coefficients that sum to one

The condition $p(0)=1$ stands for the DIIS constraint $\sum_i c_i=1$, which makes the combined residual the residual of the combined iterate. For a finite set $S$ of non-zero numbers, the polynomial
$$q_S(x)=\prod_{\mu\in S}\left(1-\frac{x}{\mu}\right)$$
satisfies the constraint, vanishes on $S$ and has degree at most the size of $S$.

```lean
/-- The product of the factors `1 - X / μ` over a finite set `S` of non-zero reals. -/
def residualPolynomial (S : Finset ℝ) : ℝ[X] :=
  ∏ μ ∈ S, (1 - C μ⁻¹ * X)

/-- For a finite set `S` of non-zero reals, the residual polynomial has degree at most the
size of `S`, equals one at zero and vanishes on `S`. -/
theorem residualPolynomial_spec (S : Finset ℝ) (hS : ∀ μ ∈ S, μ ≠ 0) :
    (residualPolynomial S).natDegree ≤ S.card ∧ (residualPolynomial S).eval 0 = 1 ∧
      ∀ μ ∈ S, (residualPolynomial S).eval μ = 0 := by
  refine ⟨?_, ?_, ?_⟩
  · refine (natDegree_prod_le S _).trans ?_
    have h : ∀ μ ∈ S, (1 - C μ⁻¹ * X : ℝ[X]).natDegree ≤ 1 := by
      intro μ _
      compute_degree
    simpa using Finset.sum_le_card_nsmul S _ 1 h
  · simp [residualPolynomial, eval_prod]
  · intro μ hμ
    rw [residualPolynomial, eval_prod]
    exact Finset.prod_eq_zero hμ (by simp [inv_mul_cancel₀ (hS μ hμ)])
```

The lemma checks these three properties factor by factor. The constraint also serves the lower bound: it makes $p$ non-zero, so $p$ has no more distinct roots than its degree. Without any such condition, $p=0$ would cancel every residual at once. For the root count alone, $p\neq0$ would be enough.

## Symmetry separates the modes

Symmetry, `A.IsHermitian` over the reals, means physically that the linear response has real eigenvalues and a complete set of orthogonal modes. By hand, it moves $A$ onto the eigenvector:
$$a_j(Av)=u_j\cdot Av=(Au_j)\cdot v=\lambda_j\,a_j(v).$$
Repeating this gives $a_j(A^k r)=\lambda_j^k a_j(r)$, and summing over the terms of $p$ gives
$$a_j(p(A)r)=p(\lambda_j)\,a_j(r).$$
Since $v=\sum_j a_j(v)u_j$, a vector is zero exactly when all its amplitudes are. Hence $p(A)r=0$ exactly when $p$ vanishes at every active eigenvalue.

```lean
/-- The amplitudes are the coordinates of `r` in the orthonormal eigenvector basis. -/
theorem amplitude_eq_repr (hA : A.IsHermitian) (j : n) (r : n → ℝ) :
    amplitude hA j r = hA.eigenvectorBasis.repr (WithLp.toLp 2 r) j := by
  rw [OrthonormalBasis.repr_apply_apply]
  simp [amplitude, PiLp.inner_apply, dotProduct, mul_comm]

/-- A polynomial `p(A)` of a real symmetric matrix multiplies the amplitude along each
eigenvector by the value of `p` at its eigenvalue. -/
theorem amplitude_aeval (hA : A.IsHermitian) (j : n) (p : ℝ[X]) (r : n → ℝ) :
    amplitude hA j (aeval A p *ᵥ r) = p.eval (hA.eigenvalues j) * amplitude hA j r := by
  -- one application of A, moved onto the eigenvector by symmetry
  have step : ∀ v : n → ℝ,
      amplitude hA j (A *ᵥ v) = hA.eigenvalues j * amplitude hA j v := by
    intro v
    have hT : Aᵀ = A := by
      rw [← Matrix.conjTranspose_eq_transpose_of_trivial]
      exact hA.eq
    have hb : A *ᵥ (hA.eigenvectorBasis j).ofLp
        = hA.eigenvalues j • (hA.eigenvectorBasis j).ofLp := hA.mulVec_eigenvectorBasis j
    unfold amplitude
    rw [Matrix.dotProduct_mulVec, ← Matrix.mulVec_transpose, hT, hb, smul_dotProduct,
      smul_eq_mul]
  have power : ∀ k : ℕ,
      amplitude hA j (A ^ k *ᵥ r) = hA.eigenvalues j ^ k * amplitude hA j r := by
    intro k
    induction k with
    | zero => simp
    | succ k ih =>
      rw [pow_succ' A, ← Matrix.mulVec_mulVec, step, ih, pow_succ' (hA.eigenvalues j),
        mul_assoc]
  -- linearity extends the rule from powers to polynomials
  induction p using Polynomial.induction_on' with
  | add p q hp hq =>
    simp only [amplitude] at hp hq ⊢
    rw [map_add, Matrix.add_mulVec, dotProduct_add, hp, hq, eval_add, add_mul]
  | monomial k a =>
    rw [aeval_monomial, ← Algebra.smul_def, Matrix.smul_mulVec, eval_monomial, mul_assoc,
      ← power k]
    simp only [amplitude, dotProduct_smul, smul_eq_mul]

/-- For real symmetric `A`, the polynomial residual `p(A) r` vanishes exactly when `p`
vanishes at every eigenvalue active in `r`. -/
theorem aeval_mulVec_eq_zero_iff (hA : A.IsHermitian) (p : ℝ[X]) (r : n → ℝ) :
    aeval A p *ᵥ r = 0 ↔ ∀ μ ∈ activeEigenvalues hA r, p.eval μ = 0 := by
  simp only [activeEigenvalues, Finset.mem_image, Finset.mem_filter, Finset.mem_univ,
    true_and]
  constructor
  · rintro h μ ⟨j, hj, rfl⟩
    have h1 := amplitude_aeval hA j p r
    rw [h] at h1
    have h0 : amplitude hA j 0 = 0 := dotProduct_zero _
    exact (mul_eq_zero.1 (h1.symm.trans h0)).resolve_right hj
  · intro h
    have hamp : ∀ j, amplitude hA j (aeval A p *ᵥ r) = 0 := by
      intro j
      rw [amplitude_aeval]
      by_cases hj : amplitude hA j r = 0
      · rw [hj, mul_zero]
      · rw [h _ ⟨j, hj, rfl⟩, zero_mul]
    -- a vector without amplitudes is zero, since the eigenvectors form a basis
    have hrepr : hA.eigenvectorBasis.repr (WithLp.toLp 2 (aeval A p *ᵥ r)) = 0 := by
      ext j
      rw [← amplitude_eq_repr, hamp j]
      rfl
    have hzero : WithLp.toLp 2 (aeval A p *ᵥ r) = 0 :=
      hA.eigenvectorBasis.repr.injective (by rw [hrepr, map_zero])
    exact congrArg WithLp.ofLp hzero
```

In Lean, `aeval A p` is $p(A)$ and `*ᵥ` applies a matrix to a vector. In `amplitude_aeval`, `step` is the first display, `power` is the induction on $k$, and the last induction builds $p$ from monomials. The next lemma, `aeval_mulVec_eq_zero_iff`, uses completeness through the injectivity of the coordinate map `repr`.

Completeness also provides a residual that contains every mode, $r=\sum_j u_j$, with all amplitudes equal to one. In dimension $N\geq1$ its length is $\sqrt N$; scaled to unit length, it has amplitudes $1/\sqrt N$ and the same active eigenvalues.

```lean
/-- Some residual has amplitude one along every eigenvector of the basis. -/
theorem exists_uniform_residual (hA : A.IsHermitian) :
    ∃ r : n → ℝ, ∀ j, amplitude hA j r = 1 := by
  refine ⟨(hA.eigenvectorBasis.repr.symm (WithLp.toLp 2 fun _ => 1)).ofLp, fun j => ?_⟩
  rw [amplitude_eq_repr]
  simp
```

Without diagonalisability, which is weaker than symmetry, the upper bound can fail. The matrix $\begin{pmatrix}1&1\\0&1\end{pmatrix}$ is invertible and has one distinct eigenvalue. For $p(x)=1+cx$, the diagonal entries of $p(A)$ are $1+c$ and the upper right entry is $c$, so they cannot all vanish.

## Invertibility excludes zero modes

A zero mode is a direction in which the iterate can change while its residual stays the same. The hypothesis `A.det ≠ 0` excludes such directions: the determinant is the product of the eigenvalues, so none of them is zero.

```lean
/-- An invertible real symmetric matrix has no zero eigenvalue. -/
theorem ne_zero_of_mem (hA : A.IsHermitian) (hdet : A.det ≠ 0) :
    ∀ μ ∈ distinctEigenvalues hA, μ ≠ 0 := by
  intro μ hμ h0
  obtain ⟨j, -, hj⟩ := Finset.mem_image.1 hμ
  apply hdet
  rw [hA.det_eq_prod_eigenvalues]
  exact Finset.prod_eq_zero (Finset.mem_univ j) (by simp [hj, h0])
```

By hand, this is what permits division by $\mu$ in $q_S$. Take $S$ to be the active eigenvalues of a given $r$, and let $m$ be their number. Then $q_S(A)r=0$ with degree at most $m$. Conversely, any $p$ with $p(0)=1$ and $p(A)r=0$ has these $m$ distinct roots, so its degree is at least $m$.

```lean
/-- For invertible real symmetric `A`, a residual `r` can be annihilated by some `p(A)` with
`deg p ≤ k` and `p(0) = 1` exactly when at most `k` distinct eigenvalues are active in `r`. -/
theorem terminates_iff (hA : A.IsHermitian) (hdet : A.det ≠ 0) (r : n → ℝ) (k : ℕ) :
    (∃ p : ℝ[X], p.natDegree ≤ k ∧ p.eval 0 = 1 ∧ aeval A p *ᵥ r = 0) ↔
      (activeEigenvalues hA r).card ≤ k := by
  constructor
  · rintro ⟨p, hdeg, h0, hp⟩
    have hne : p ≠ 0 := by
      rintro rfl
      simp at h0
    -- the active eigenvalues are distinct roots of p
    refine (card_le_degree_of_subset_roots fun μ hμ => ?_).trans hdeg
    exact (mem_roots hne).2 ((aeval_mulVec_eq_zero_iff hA p r).1 hp μ hμ)
  · intro hk
    have hS : ∀ μ ∈ activeEigenvalues hA r, μ ≠ 0 := fun μ hμ =>
      ne_zero_of_mem hA hdet μ (Finset.image_subset_image (Finset.filter_subset _ _) hμ)
    obtain ⟨hd, h0, hz⟩ := residualPolynomial_spec _ hS
    exact ⟨_, hd.trans hk, h0, (aeval_mulVec_eq_zero_iff hA _ r).2 hz⟩
```

The two directions of `terminates_iff` are these two arguments, with `k` as the permitted degree. The root count itself does not use invertibility.

For the whole matrix, take $S$ to be all $d$ distinct eigenvalues. Then $q_S(A)v=0$ for every vector $v$, so $q_S(A)=0$. For the lower bound, $r=\sum_j u_j$ activates all $d$ eigenvalues, so no $p$ of degree below $d$ with $p(0)=1$ cancels it.

```lean
/-- Let `A` be real symmetric and invertible with `d` distinct eigenvalues. Some `p` with
`deg p ≤ d` and `p(0) = 1` has `p(A) = 0`, while one residual `r` has `p(A) r ≠ 0` for every
`p` with `deg p < d` and `p(0) = 1`. -/
theorem termination_at_distinct_eigenvalues (hA : A.IsHermitian) (hdet : A.det ≠ 0)
    (d : ℕ) (hd : (distinctEigenvalues hA).card = d) :
    (∃ p : ℝ[X], p.natDegree ≤ d ∧ p.eval 0 = 1 ∧ aeval A p = 0) ∧
      ∃ r : n → ℝ, ∀ p : ℝ[X], p.natDegree < d → p.eval 0 = 1 → aeval A p *ᵥ r ≠ 0 := by
  subst hd
  constructor
  · obtain ⟨hdeg, h0, hz⟩ := residualPolynomial_spec _ (ne_zero_of_mem hA hdet)
    refine ⟨_, hdeg, h0, ?_⟩
    -- a matrix that annihilates every vector is zero
    have key : ∀ M : Matrix n n ℝ, (∀ v, M *ᵥ v = 0) → M = 0 := by
      intro M hM
      ext i j
      simpa [Matrix.mulVec] using congrFun (hM (Pi.single j 1)) i
    exact key _ fun v => (aeval_mulVec_eq_zero_iff hA _ v).2 fun μ hμ =>
      hz μ (Finset.image_subset_image (Finset.filter_subset _ _) hμ)
  · obtain ⟨r, hr⟩ := exists_uniform_residual hA
    refine ⟨r, fun p hp h0 hzero => ?_⟩
    -- every eigenvalue is active in the uniform residual
    have hact : activeEigenvalues hA r = distinctEigenvalues hA := by
      simp [activeEigenvalues, distinctEigenvalues, hr]
    have hcard := (terminates_iff hA hdet r p.natDegree).1 ⟨p, le_rfl, h0, hzero⟩
    rw [hact] at hcard
    omega
```

The first half of the theorem gives one polynomial that works for all residuals. In the second half, `r` is chosen before `p`, so a single residual defeats every polynomial of lower degree with $p(0)=1$. In the proof, `key` turns "cancels every vector" into "is the zero matrix", and `hact` states that every eigenvalue is active.

The theorem bounds what a combination can achieve; it does not show that a particular DIIS implementation finds the cancelling coefficients.

If $A$ is singular, some $\lambda_j=0$, and then
$$a_j(p(A)r)=p(0)\,a_j(r)=a_j(r).$$
No permitted combination changes the amplitude along a zero mode, whatever its degree, so $p(A)$ cannot be zero. The last theorem states this as an equivalence. To show that $A$ must be invertible, the proof applies the display to the residual with all amplitudes one, for which $p(A)=0$ would give $0=1$. The converse follows from the previous theorem.

```lean
/-- A real symmetric matrix is annihilated by some polynomial with `p(0) = 1` exactly when
it is invertible. -/
theorem exists_annihilating_iff (hA : A.IsHermitian) :
    (∃ p : ℝ[X], p.eval 0 = 1 ∧ aeval A p = 0) ↔ A.det ≠ 0 := by
  constructor
  · rintro ⟨p, h0, hp⟩ hdet
    rw [hA.det_eq_prod_eigenvalues] at hdet
    obtain ⟨j, -, hj⟩ := Finset.prod_eq_zero_iff.1 hdet
    have hj' : hA.eigenvalues j = 0 := by simpa using hj
    obtain ⟨r, hr⟩ := exists_uniform_residual hA
    -- the amplitude along a zero mode cannot change
    have h1 := amplitude_aeval hA j p r
    rw [hp, Matrix.zero_mulVec, hj', h0, hr j] at h1
    simp [amplitude] at h1
  · intro hdet
    obtain ⟨⟨p, -, h0, hp⟩, -⟩ := termination_at_distinct_eigenvalues hA hdet _ rfl
    exact ⟨p, h0, hp⟩

end

end DIISTermination
```

```lean
#print axioms DIISTermination.termination_at_distinct_eigenvalues
-- 'DIISTermination.termination_at_distinct_eigenvalues' depends on axioms: [propext, Classical.choice, Quot.sound]
#print axioms DIISTermination.exists_annihilating_iff
-- 'DIISTermination.exists_annihilating_iff' depends on axioms: [propext, Classical.choice, Quot.sound]
```
